# Each plain CCD iteration from zero amplitudes fixes one more perturbation order

A coupled-cluster doubles (CCD) calculation that starts from zero amplitudes has the MP2 amplitudes after one cycle, if the orbitals are canonical Hartree–Fock orbitals. What do the later cycles add? To count orders, put a parameter z in front of the fluctuation potential:

D t + z (v + L t + Q(t,t)) = 0

Here t collects the doubles amplitudes, D multiplies them by the orbital-energy differences ε_a + ε_b − ε_i − ε_j (i, j occupied, a, b virtual), v holds the integrals that drive the doubles, and L t and Q(t,t) are the linear and quadratic terms. For invertible D, the plain iteration is

t^0 = 0,  t^(n+1) = −z D⁻¹ (v + L t^n + Q(t^n,t^n))

The superscript on t labels the iterate; on z it is a power. The result is that z^(n+1) divides t^(n+1) − t^n, so the orders through n are settled in t^n.

## Amplitudes as series in z

The amplitudes live in a module `V` over a commutative ring `K`, for instance a real vector space of antisymmetrised doubles amplitudes. No basis or norm is used. The results concern powers of z and leave open whether the iteration converges at z = 1.

In Lean 4 with Mathlib:

```lean
import Mathlib

namespace CCDPerturbationSeries

noncomputable section

variable {K V : Type*} [CommRing K] [AddCommGroup V] [Module K V]
```

A series t(0) + z t(1) + z² t(2) + … is stored as the function k ↦ t(k). Multiplication by z shifts it:

(z t)(0) = 0,  (z t)(k+1) = t(k)

```lean
/-- Multiplication by `z` of a series in `z` with vector coefficients `t 0, t 1, …`. -/
def timesZ (t : ℕ → V) : ℕ → V
  | 0 => 0
  | k + 1 => t k
```

Divisibility by z^m means t = z^m s for some series s.

```lean
/-- Divisibility by `z ^ m` of a series with vector coefficients. -/
def ZPowDvd (m : ℕ) (t : ℕ → V) : Prop := ∃ s : ℕ → V, t = timesZ^[m] s
```

This is the same as t(k) = 0 for all k < m. Multiplying by z^m puts m zeros in front. Conversely, if the first m coefficients vanish, the remaining ones form s, which is a polynomial whenever t is. The proof is an induction on m that removes one leading zero at a time.

```lean
/-- A series is divisible by `z ^ m` exactly when its coefficients below order `m` vanish. -/
theorem zPowDvd_iff (m : ℕ) (t : ℕ → V) : ZPowDvd m t ↔ ∀ k < m, t k = 0 := by
  induction m generalizing t with
  | zero => exact ⟨fun _ k hk => absurd hk (Nat.not_lt_zero k), fun _ => ⟨t, rfl⟩⟩
  | succ m ih =>
    constructor
    · rintro ⟨s, rfl⟩ k hk
      rw [Function.iterate_succ_apply']
      cases k with
      | zero => rfl
      | succ k => exact (ih (timesZ^[m] s)).mp ⟨s, rfl⟩ k (by omega)
    · intro h
      obtain ⟨s, hs⟩ := (ih (fun k => t (k + 1))).mpr (fun k hk => h (k + 1) (by omega))
      refine ⟨s, ?_⟩
      rw [Function.iterate_succ_apply', ← hs]
      funext k
      cases k with
      | zero => exact h 0 (by omega)
      | succ k => rfl
```

## The bracket, order by order

The integrals v contribute at order zero only.

```lean
/-- The vector `v` as a series in `z` without higher orders. -/
def atOrderZero (v : V) : ℕ → V := fun k => if k = 0 then v else 0
```

The quadratic term is a convolution:

Q(s,t)(k) = Σ_{j=0..k} Q(s(j), t(k−j))

```lean
/-- The bilinear term `Q(s, t)` of two series, multiplied out in powers of `z`. -/
def quad (Q : V →ₗ[K] V →ₗ[K] V) (s t : ℕ → V) : ℕ → V :=
  fun k => ∑ j ∈ Finset.range (k + 1), Q (s j) (t (k - j))
```

At order k the bracket is therefore v (if k = 0) plus L t(k) plus Q(t,t)(k).

```lean
/-- The bracket `v + L t + Q(t, t)` of the CCD equation. -/
def source (L : V →ₗ[K] V) (Q : V →ₗ[K] V →ₗ[K] V) (v : V) (t : ℕ → V) : ℕ → V :=
  fun k => atOrderZero v k + L (t k) + quad Q t t k
```

## The iteration

The update t ↦ t′ has the coefficients

t′(0) = 0,  t′(k+1) = −D⁻¹ (v + L t + Q(t,t))(k)

The type `V ≃ₗ[K] V` makes D invertible, with inverse `D.symm`; physically, no double excitation has a vanishing energy denominator. Without this, take one amplitude with D = 0, v = 1, L = 0 and Q = 0. The equation becomes z = 0, which already fails at first order for every t.

`L` is any linear map and `Q` any bilinear map, symmetric or not.

```lean
variable (D : V ≃ₗ[K] V) (L : V →ₗ[K] V) (Q : V →ₗ[K] V →ₗ[K] V) (v : V)

/-- One CCD update, `t ↦ -z D⁻¹ (v + L t + Q(t, t))`. -/
def ccdStep (t : ℕ → V) : ℕ → V :=
  fun k => -timesZ (fun j => D.symm (source L Q v t j)) k
```

The starting point is t^0 = 0.

```lean
/-- The CCD iterates `t^n`, started from zero amplitudes. -/
def ccdIter : ℕ → ℕ → V
  | 0 => fun _ => 0
  | n + 1 => ccdStep D L Q v (ccdIter n)
```

Each t^n is a polynomial of degree at most 2^n − 1. The quadratic term at most doubles the degree and z adds one:

2(2^n − 1) + 1 = 2^(n+1) − 1

In the proof, two orders that add up to k cannot both lie below 2^n once k + 1 ≥ 2^(n+1), so every term of the convolution vanishes.

```lean
/-- The iterate `t^n` is a polynomial in `z`: its coefficients vanish from order `2 ^ n` on. -/
theorem ccdIter_degree (n : ℕ) : ∀ k, 2 ^ n ≤ k → ccdIter D L Q v n k = 0 := by
  induction n with
  | zero => intro k _; rfl
  | succ n ih =>
    intro k hk
    have hpos : 0 < 2 ^ n := by positivity
    rw [pow_succ] at hk
    cases k with
    | zero =>
      show -(0 : V) = 0
      exact neg_zero
    | succ k =>
      -- of two orders adding up to `k`, one is at least `2 ^ n`
      have hq : quad Q (ccdIter D L Q v n) (ccdIter D L Q v n) k = 0 := by
        refine Finset.sum_eq_zero fun j hj => ?_
        have e := Finset.mem_range.mp hj
        by_cases ha : 2 ^ n ≤ j
        · rw [ih j ha, map_zero, LinearMap.zero_apply]
        · rw [ih (k - j) (by omega), map_zero]
      have hk0 : k ≠ 0 := by omega
      show -D.symm (source L Q v (ccdIter D L Q v n) k) = 0
      simp [source, atOrderZero, hq, ih k (by omega), hk0]
```

## One order gained per step

The factor z does the work. Order k+1 of the update contains only t(0), …, t(k). If two series agree below order k, their updates agree at order k. At order zero both updates vanish; at higher orders the convolutions match term by term.

```lean
/-- Each update gains one order: if two series agree below order `k`, their updates agree
at order `k`. -/
theorem ccdStep_congr (s t : ℕ → V) (k : ℕ) (h : ∀ j < k, s j = t j) :
    ccdStep D L Q v s k = ccdStep D L Q v t k := by
  cases k with
  | zero => rfl
  | succ k =>
    have hq : quad Q s s k = quad Q t t k := by
      refine Finset.sum_congr rfl fun j hj => ?_
      have e := Finset.mem_range.mp hj
      rw [h j (by omega), h (k - j) (by omega)]
    show -D.symm (source L Q v s k) = -D.symm (source L Q v t k)
    simp only [source, hq, h k (Nat.lt_succ_self k)]
```

Now use induction on n. At order zero, t^1(0) = 0 = t^0(0). If t^(n+1) and t^n agree through order n, one more update makes t^(n+2) and t^(n+1) agree through order n+1.

```lean
/-- The coefficients through order `n` are the same in `t^n` and `t^(n+1)`. -/
theorem ccdIter_stable (n : ℕ) :
    ∀ k ≤ n, ccdIter D L Q v (n + 1) k = ccdIter D L Q v n k := by
  induction n with
  | zero =>
    intro k hk
    obtain rfl : k = 0 := by omega
    show -(0 : V) = 0
    exact neg_zero
  | succ n ih =>
    intro k hk
    exact ccdStep_congr D L Q v (ccdIter D L Q v (n + 1)) (ccdIter D L Q v n) k
      fun j hj => ih j (by omega)
```

The first n+1 coefficients of the difference are thus zero, which gives

z^(n+1) | t^(n+1) − t^n

```lean
/-- Successive CCD iterates differ by a multiple of `z ^ (n + 1)`. -/
theorem ccdIter_dvd (n : ℕ) :
    ZPowDvd (n + 1) (ccdIter D L Q v (n + 1) - ccdIter D L Q v n) :=
  (zPowDvd_iff _ _).mpr fun k hk =>
    sub_eq_zero.mpr (ccdIter_stable D L Q v n k (by omega))
```

## The first three orders

For k+1 ≤ n, order k+1 no longer changes in the next update, so

t^n(k+1) = t^(n+1)(k+1) = −D⁻¹ (v + L t^n + Q(t^n,t^n))(k)

```lean
/-- The perturbation recursion: in every `t^n` with `n ≥ k + 1`, order `k + 1` is `-D⁻¹`
applied to order `k` of `v + L t^n + Q(t^n, t^n)`. -/
theorem order_recursion (k n : ℕ) (h : k + 1 ≤ n) :
    ccdIter D L Q v n (k + 1) = -D.symm (source L Q v (ccdIter D L Q v n) k) :=
  (ccdIter_stable D L Q v n (k + 1) h).symm
```

Write t₁, t₂ and t₃ for the settled coefficients of z, z² and z³. The subscript counts perturbation order; all three are doubles amplitudes. At k = 0 the bracket is v, since t^n(0) = 0:

t₁ = −D⁻¹ v

```lean
/-- The first-order amplitudes `t₁ = -D⁻¹ v`. -/
def firstOrder : V := -D.symm v
```

At k = 1 each quadratic term contains t^n(0) = 0, which leaves L t₁:

t₂ = −D⁻¹ L t₁

```lean
/-- The second-order amplitudes `t₂ = -D⁻¹ L t₁`. -/
def secondOrder : V := -D.symm (L (firstOrder D v))
```

At k = 2 the product of two first-order amplitudes survives:

t₃ = −D⁻¹ (L t₂ + Q(t₁,t₁))

```lean
/-- The third-order amplitudes `t₃ = -D⁻¹ (L t₂ + Q(t₁, t₁))`. -/
def thirdOrder : V :=
  -D.symm (L (secondOrder D L v) + Q (firstOrder D v) (firstOrder D v))
```

The theorem states that these values hold from iterates 1, 2 and 3 on. Its proof applies the recursion at k = 0, 1, 2, and `simp` removes the vanishing terms.

```lean
/-- The coefficients of `z`, `z²` and `z³` in the CCD iterates equal `t₁`, `t₂` and `t₃`
from the first, second and third iterate on. -/
theorem stable_low_orders (n : ℕ) :
    (1 ≤ n → ccdIter D L Q v n 1 = firstOrder D v) ∧
    (2 ≤ n → ccdIter D L Q v n 2 = secondOrder D L v) ∧
    (3 ≤ n → ccdIter D L Q v n 3 = thirdOrder D L Q v) := by
  have h0 : ccdIter D L Q v n 0 = 0 := by
    cases n with
    | zero => rfl
    | succ n =>
      show -(0 : V) = 0
      exact neg_zero

  have h1 : 1 ≤ n → ccdIter D L Q v n 1 = firstOrder D v := by
    intro h
    refine (order_recursion D L Q v 0 n h).trans ?_
    simp [source, atOrderZero, quad, h0, firstOrder]
  have h2 : 2 ≤ n → ccdIter D L Q v n 2 = secondOrder D L v := by
    intro h
    refine (order_recursion D L Q v 1 n h).trans ?_
    simp [source, atOrderZero, quad, Finset.sum_range_succ, h0, h1 (by omega), secondOrder]
  refine ⟨h1, h2, fun h => ?_⟩
  refine (order_recursion D L Q v 2 n h).trans ?_
  simp [source, atOrderZero, quad, Finset.sum_range_succ, h0, h1 (by omega), h2 (by omega),
    thirdOrder]
```

For canonical Hartree–Fock orbitals, t₁ and t₂ are the doubles amplitudes that enter the MP2 and MP3 energies. The t₃ of CCD is in general not the full third-order doubles amplitude of Møller–Plesset theory, because the couplings to singles and triples are absent.

## Agreement with the CCD equation

The iterates also approximate solutions. A series t satisfies the CCD equation modulo z^(n+1) exactly when t agrees with t^n modulo z^(n+1).

Applying D⁻¹ at order k turns the equation into t(k) = t′(k), where t′ is the update of t. The iterate t^n has this property through order n. If t has it too and agrees with t^n below order k, both updates agree at order k, and hence so do t and t^n; strong induction covers all orders. The converse uses the same equalities.

```lean
/-- A series solves the CCD equation `D t + z (v + L t + Q(t, t)) = 0` modulo `z ^ (n + 1)`
exactly when it agrees with the iterate `t^n` modulo `z ^ (n + 1)`. -/
theorem solves_iff_agrees (t : ℕ → V) (n : ℕ) :
    ZPowDvd (n + 1) (fun k => D (t k) + timesZ (source L Q v t) k) ↔
      ZPowDvd (n + 1) (t - ccdIter D L Q v n) := by
  -- at each order the equation says that `t` is unchanged by the update
  have key : ∀ k, D (t k) + timesZ (source L Q v t) k = 0 ↔ t k = ccdStep D L Q v t k := by
    intro k
    cases k with
    | zero =>
      show D (t 0) + 0 = 0 ↔ t 0 = -(0 : V)
      rw [add_zero, neg_zero]
      exact D.map_eq_zero_iff
    | succ k =>
      show D (t (k + 1)) + source L Q v t k = 0 ↔ t (k + 1) = -D.symm (source L Q v t k)
      constructor
      · intro h
        calc t (k + 1) = D.symm (D (t (k + 1))) := (D.symm_apply_apply _).symm
          _ = -D.symm (source L Q v t k) := by
            rw [eq_neg_of_add_eq_zero_left h, map_neg]
      · intro h
        rw [h, map_neg, D.apply_symm_apply, neg_add_cancel]
  have fixed : ∀ k ≤ n, ccdStep D L Q v (ccdIter D L Q v n) k = ccdIter D L Q v n k :=
    ccdIter_stable D L Q v n
  rw [zPowDvd_iff, zPowDvd_iff]
  constructor
  · intro h k
    induction k using Nat.strong_induction_on with
    | _ k ih =>
      intro hk
      have e := ccdStep_congr D L Q v t (ccdIter D L Q v n) k
        fun j hj => sub_eq_zero.mp (ih j hj (by omega))
      exact sub_eq_zero.mpr (((key k).mp (h k hk)).trans (e.trans (fixed k (by omega))))
  · intro h k hk
    have e := ccdStep_congr D L Q v t (ccdIter D L Q v n) k
      fun j hj => sub_eq_zero.mp (h j (by omega))
    exact (key k).mpr ((sub_eq_zero.mp (h k hk)).trans
      ((fixed k (by omega)).symm.trans e.symm))
```

## The power n+1 is sharp

Take one amplitude with D = L = v = 1 and Q = 0:

t^(n+1) = −z (1 + t^n)

```lean
/-- The iterates for a single amplitude with `D = L = v = 1` and `Q = 0`. -/
def scalarIter : ℕ → ℕ → ℚ := ccdIter (LinearEquiv.refl ℚ ℚ) LinearMap.id 0 1
```

The first difference is −z, and each later one is −z times its predecessor:

t^(n+1) − t^n = (−z)^(n+1)

So z^(n+2) never divides it. The proof compares order n+1, where t^(n+1) has the coefficient (−1)^(n+1) and t^n has zero.

```lean
/-- In the single-amplitude model the difference of successive iterates is never divisible
by `z ^ (n + 2)`. -/
theorem scalar_sharp (n : ℕ) : ¬ ZPowDvd (n + 2) (scalarIter (n + 1) - scalarIter n) := by
  have hstep : ∀ m k, scalarIter (m + 1) (k + 1)
      = -((if k = 0 then 1 else 0) + scalarIter m k) := by
    intro m k
    simp [scalarIter, ccdIter, ccdStep, timesZ, source, atOrderZero, quad]
  have top : ∀ m, scalarIter (m + 1) (m + 1) = (-1) ^ (m + 1) := by
    intro m
    induction m with
    | zero =>
      rw [hstep]
      simp [scalarIter, ccdIter]
    | succ m ih =>
      rw [hstep, ih, if_neg (Nat.succ_ne_zero m)]
      ring
  have above : ∀ m, scalarIter m (m + 1) = 0 := by
    intro m
    induction m with
    | zero => rfl
    | succ m ih => rw [hstep, ih, if_neg (Nat.succ_ne_zero m), add_zero, neg_zero]
  intro h
  have e := (zPowDvd_iff _ _).mp h (n + 1) (by omega)
  rw [Pi.sub_apply, top, above, sub_zero] at e
  exact pow_ne_zero _ (by norm_num) e

end

end CCDPerturbationSeries
```

```lean
#print axioms CCDPerturbationSeries.ccdStep_congr
#print axioms CCDPerturbationSeries.ccdIter_dvd
#print axioms CCDPerturbationSeries.solves_iff_agrees
#print axioms CCDPerturbationSeries.scalar_sharp
```

```
'CCDPerturbationSeries.ccdStep_congr' depends on axioms: [propext, Classical.choice, Quot.sound]
'CCDPerturbationSeries.ccdIter_dvd' depends on axioms: [propext, Classical.choice, Quot.sound]
'CCDPerturbationSeries.solves_iff_agrees' depends on axioms: [propext, Classical.choice, Quot.sound]
'CCDPerturbationSeries.scalar_sharp' depends on axioms: [propext, Classical.choice, Quot.sound]
```

## The update in a CCD program

A program sets z = 1 and often computes the residual R = D t + v + L t + Q(t,t), then updates

t ← t − D⁻¹ R

This is the same step, because the D t term cancels t. To test the update in an implementation, multiply v, L and Q by a small number z, switch off damping and extrapolation, and start from zero. Halving z should then reduce t^(n+1) − t^n by a factor of about 2^(n+1), provided that the coefficient of z^(n+1) in this difference is not zero and rounding errors are still negligible. The test does not detect wrong factors in L or Q, because the result holds for any linear map L and any bilinear map Q.
